# The projector Green function as a limit of the grand-canonical one for an invertible overlap matrix

Let $R$ be a complex $M\times N$ matrix and $L$ a complex $N\times M$ matrix, and suppose that $LR$ is invertible. Then, as the real number $t$ grows,

$$(1+tRL)^{-1}\to G=1-R(LR)^{-1}L,\qquad \frac{\det(1+tRL)}{t^N}\to\det(LR).$$

The limit $G$ is idempotent, has trace $M-N$, and doesn't change when the columns of $R$ and the rows of $L$ are remixed by invertible $N\times N$ matrices.

In determinant quantum Monte Carlo, this connects the grand-canonical and the projector formulas for one fixed auxiliary-field configuration, in which the fermions propagate without interacting. The columns of $R$ are the $N$ trial orbitals propagated from the right to the time of measurement, and the rows of $L$ are those propagated from the left.

## Two Green functions and a shifted overlap

The $M$ sites are labelled by a finite type `m` and the $N$ orbitals by a finite type `n`, so $M$ and $N$ are `Fintype.card m` and `Fintype.card n`.

```lean
import Mathlib

open Filter Topology

namespace ProjectorGreenLimit

noncomputable section

variable {m n : Type*} [Fintype m] [DecidableEq m] [Fintype n] [DecidableEq n]
```

The projector equal-time Green function is $G=1-R(LR)^{-1}L$. The convention is $G_{ij}=\langle c_i c_j^\dagger\rangle$, so an empty site contributes 1 to the trace and a filled one 0.

```lean
/-- The projector equal-time Green function `1 - R (L R)⁻¹ L` of the propagated Slater
matrices `R` and `L`. -/
def projectorGreen (R : Matrix m n ℂ) (L : Matrix n m ℂ) : Matrix m m ℂ :=
  1 - R * (L * R)⁻¹ * L
```

The grand-canonical function for a one-body propagator $B$ is $(1+B)^{-1}$, and the fermionic weight of the configuration is $\det(1+B)$. Here $B=tRL$: for orthonormal trial orbitals, this means that at the boundary in imaginary time each trial orbital has weight $t$ and every orbital orthogonal to them has weight zero. A state with $k$ particles then carries a factor $t^k$, and none with $k>N$ contributes, so large $t$ selects the $N$-particle sector when $LR$ is invertible. The parameter $t$ is thus a fugacity and not an inverse temperature.

Lean gives a singular matrix the inverse zero, which is why the main theorem also states that $1+tRL$ is invertible for large $t$.

```lean
/-- The grand-canonical Green function `(1 + t R L)⁻¹` for the propagator `t R L`. -/
def thermalGreen (R : Matrix m n ℂ) (L : Matrix n m ℂ) (t : ℂ) : Matrix m m ℂ :=
  (1 + t • (R * L))⁻¹
```

Both functions can be compared through the $N\times N$ matrix $K_t=t^{-1}1+LR$, the overlap matrix with a small shift.

```lean
/-- The overlap matrix of the Slater matrices, shifted by `1 / t`. -/
def shiftedOverlap (R : Matrix m n ℂ) (L : Matrix n m ℂ) (t : ℂ) : Matrix n n ℂ :=
  t⁻¹ • (1 : Matrix n n ℂ) + L * R
```

## The weight as an $N\times N$ determinant

For $t\neq0$, exchanging the factors inside the determinant gives

$$\det(1_M+tRL)=\det(1_N+tLR)=\det(tK_t)=t^N\det K_t .$$

The power of $t$ is easy to get wrong. Taking $t$ out before the exchange gives $t^M\det(t^{-1}+RL)$, and dividing by $t^M$ leads to the limit $\det(RL)$, which is zero whenever $N<M$.

In the proof, `Matrix.det_one_add_mul_comm` makes the exchange and `Matrix.det_smul` supplies the factor $t^N$.

```lean
/-- For `t ≠ 0`, the grand-canonical weight on `M` sites is `t ^ N` times the determinant of the `N`
by `N` shifted overlap matrix. -/
theorem thermal_weight_eq (R : Matrix m n ℂ) (L : Matrix n m ℂ) {t : ℂ} (ht : t ≠ 0) :
    (1 + t • (R * L)).det = t ^ Fintype.card n * (shiftedOverlap R L t).det := by
  rw [← Matrix.smul_mul, Matrix.det_one_add_mul_comm, ← Matrix.det_smul]
  congr 1
  unfold shiftedOverlap
  rw [smul_add, smul_smul, mul_inv_cancel₀ ht, one_smul, Matrix.mul_smul]
```

## The grand-canonical function in projector form

Let $t\neq0$, let $K_t$ be invertible, and write $X=K_t^{-1}$. From $K_tX=1$ follows $LRX=1-t^{-1}X$, and therefore

$$RL\,RXL=R(LRX)L=RL-t^{-1}RXL .$$

Multiplying out,

$$(1+tRL)(1-RXL)=1-RXL+tRL-t\,(RL-t^{-1}RXL)=1 .$$

For square matrices a right inverse is the inverse, so $(1+tRL)^{-1}=1-RK_t^{-1}L$. This is the projector formula with $K_t$ in place of $LR$.

The proof follows the same route: `hX` is the relation for $LRX$, `e` is the product $RL\,RXL$, and `Matrix.inv_eq_right_inv` turns the right inverse into the inverse.

```lean
/-- For `t ≠ 0` and an invertible shifted overlap matrix, the grand-canonical Green function has the
projector form, with the overlap matrix replaced by the shifted one. -/
theorem thermalGreen_eq (R : Matrix m n ℂ) (L : Matrix n m ℂ) {t : ℂ} (ht : t ≠ 0)
    (hK : IsUnit (shiftedOverlap R L t).det) :
    thermalGreen R L t = 1 - R * (shiftedOverlap R L t)⁻¹ * L := by
  have h := Matrix.mul_nonsing_inv _ hK
  unfold thermalGreen
  apply Matrix.inv_eq_right_inv
  generalize (shiftedOverlap R L t)⁻¹ = X at h ⊢
  unfold shiftedOverlap at h
  rw [Matrix.add_mul, Matrix.smul_mul, Matrix.one_mul] at h
  have hX : L * R * X = 1 - t⁻¹ • X := by
    rw [eq_sub_iff_add_eq, add_comm]
    exact h
  -- push the overlap through the product
  have e : R * L * (R * X * L) = R * L - t⁻¹ • (R * X * L) := by
    calc R * L * (R * X * L) = R * (L * R * X) * L := by simp only [Matrix.mul_assoc]
      _ = _ := by
        rw [hX, Matrix.mul_sub, Matrix.sub_mul, Matrix.mul_one, Matrix.mul_smul,
          Matrix.smul_mul]
  rw [Matrix.add_mul, Matrix.one_mul, Matrix.smul_mul, Matrix.mul_sub, Matrix.mul_one, e,
    sub_sub_cancel, smul_smul, mul_inv_cancel₀ ht, one_smul, sub_add_cancel]
```

## Letting $t$ grow

Since $t^{-1}\to0$, the matrix $K_t$ tends to $LR$, entry by entry. From here on the limits are taken along real $t\to+\infty$, written `atTop`, and $t$ is then read as a complex number.

```lean
omit [DecidableEq m] [Fintype n] in
/-- The shifted overlap matrix tends to the overlap matrix `L R` as `t` grows. -/
theorem tendsto_shiftedOverlap (R : Matrix m n ℂ) (L : Matrix n m ℂ) :
    Tendsto (fun t : ℝ => shiftedOverlap R L (t : ℂ)) atTop (𝓝 (L * R)) := by
  have h0 : Tendsto (fun t : ℝ => ((t : ℂ))⁻¹) atTop (𝓝 0) := by
    have h := (Complex.continuous_ofReal.tendsto 0).comp (tendsto_inv_atTop_zero (𝕜 := ℝ))
    simpa only [Function.comp_def, Complex.ofReal_inv, Complex.ofReal_zero] using h
  have hc : Continuous (fun s : ℂ => s • (1 : Matrix n n ℂ) + L * R) :=
    (continuous_id.smul continuous_const).add continuous_const
  have h := (hc.tendsto 0).comp h0
  simpa only [shiftedOverlap, Function.comp_def, zero_smul, zero_add] using h
```

Now let $LR$ be invertible. The determinant is continuous, so $\det K_t\to\det(LR)\neq0$, and $K_t$ is invertible for all large $t$. The adjugate is continuous too, hence

$$K_t^{-1}=\frac{\operatorname{adj}K_t}{\det K_t}\to\frac{\operatorname{adj}(LR)}{\det(LR)}=(LR)^{-1}.$$

The hypothesis `IsUnit (L * R).det` says that $\det(LR)\neq0$. Physically, the left and right $N$-particle Slater determinants overlap, so the configuration has non-zero weight.

```lean
omit [DecidableEq m] in
/-- For an invertible overlap matrix, the shifted overlap matrix is invertible for all large
`t`, and its inverse tends to `(L R)⁻¹`. -/
theorem tendsto_inv_shiftedOverlap (R : Matrix m n ℂ) (L : Matrix n m ℂ)
    (h : IsUnit (L * R).det) :
    (∀ᶠ t : ℝ in atTop, IsUnit (shiftedOverlap R L (t : ℂ)).det) ∧
      Tendsto (fun t : ℝ => (shiftedOverlap R L (t : ℂ))⁻¹) atTop (𝓝 (L * R)⁻¹) := by
  have cd : Continuous (fun A : Matrix n n ℂ => A.det) := continuous_id.matrix_det
  have ca : Continuous (fun A : Matrix n n ℂ => A.adjugate) := continuous_id.matrix_adjugate
  have hK := tendsto_shiftedOverlap R L
  have hd := (cd.tendsto _).comp hK
  constructor
  · filter_upwards [hd.eventually_ne h.ne_zero] with t ht
    exact isUnit_iff_ne_zero.mpr ht
  · -- the inverse is the adjugate divided by the determinant
    simp only [Matrix.inv_def, Ring.inverse_eq_inv']
    exact (hd.inv₀ h.ne_zero).smul ((ca.tendsto _).comp hK)
```

For $t\neq 0$ the ratio $\det(1+tRL)/t^N$ equals $\det K_t$, which tends to $\det(LR)$. No invertibility is needed here. In the proof, `congr'` allows the two functions to differ at $t=0$, because only large $t$ matters.

```lean
/-- The grand-canonical weight divided by `t ^ N` tends to the overlap determinant
`det (L R)`, whether or not the latter vanishes. -/
theorem tendsto_weight (R : Matrix m n ℂ) (L : Matrix n m ℂ) :
    Tendsto (fun t : ℝ => (1 + (t : ℂ) • (R * L)).det / (t : ℂ) ^ Fintype.card n)
      atTop (𝓝 (L * R).det) := by
  have cd : Continuous (fun A : Matrix n n ℂ => A.det) := continuous_id.matrix_det
  refine ((cd.tendsto _).comp (tendsto_shiftedOverlap R L)).congr' ?_
  filter_upwards [eventually_ne_atTop (0 : ℝ)] with t ht
  have ht' : (t : ℂ) ≠ 0 := Complex.ofReal_ne_zero.mpr ht
  rw [thermal_weight_eq R L ht', mul_div_cancel_left₀ _ (pow_ne_zero _ ht')]
  rfl
```

The main theorem joins these results. For large $t$, $\det(1+tRL)=t^N\det K_t$ is a product of non-zero factors, and

$$(1+tRL)^{-1}=1-RK_t^{-1}L\to1-R(LR)^{-1}L .$$

The matrices $R$ and $L$ stay fixed throughout. The theorem therefore doesn't treat the limit of long projection time, the sum over auxiliary fields or the error of the time step.

```lean
/-- Main theorem: if `L R` is invertible, then `1 + t R L` is invertible for all large `t`, the
grand-canonical Green function tends to the projector one, and the weight divided by `t ^ N`
tends to `det (L R)`. -/
theorem thermal_to_projector (R : Matrix m n ℂ) (L : Matrix n m ℂ)
    (h : IsUnit (L * R).det) :
    (∀ᶠ t : ℝ in atTop, IsUnit (1 + (t : ℂ) • (R * L)).det) ∧
      Tendsto (fun t : ℝ => thermalGreen R L (t : ℂ)) atTop (𝓝 (projectorGreen R L)) ∧
      Tendsto (fun t : ℝ => (1 + (t : ℂ) • (R * L)).det / (t : ℂ) ^ Fintype.card n)
        atTop (𝓝 (L * R).det) := by
  obtain ⟨hu, hi⟩ := tendsto_inv_shiftedOverlap R L h
  refine ⟨?_, ?_, tendsto_weight R L⟩
  · filter_upwards [hu, eventually_ne_atTop (0 : ℝ)] with t h1 h2
    have ht : (t : ℂ) ≠ 0 := Complex.ofReal_ne_zero.mpr h2
    rw [thermal_weight_eq R L ht]
    exact isUnit_iff_ne_zero.mpr (mul_ne_zero (pow_ne_zero _ ht) h1.ne_zero)
  · have c : Continuous (fun X : Matrix n n ℂ => 1 - R * X * L) :=
      continuous_const.sub
        ((continuous_const.matrix_mul continuous_id).matrix_mul continuous_const)
    refine ((c.tendsto _).comp hi).congr' ?_
    filter_upwards [hu, eventually_ne_atTop (0 : ℝ)] with t h1 h2
    exact (thermalGreen_eq R L (Complex.ofReal_ne_zero.mpr h2) h1).symm
```

## The correction at finite $t$

Because $K_t-LR=t^{-1}1$,

$$(LR)^{-1}-K_t^{-1}=(LR)^{-1}(K_t-LR)K_t^{-1}=t^{-1}(LR)^{-1}K_t^{-1}.$$

Placing this between $R$ and $L$ gives the exact difference

$$(1+tRL)^{-1}-G=t^{-1}R(LR)^{-1}K_t^{-1}L ,$$

valid for $t\neq0$ when both $LR$ and $K_t$ are invertible. In the proof, `key` is the identity for the two inverses.

```lean
/-- The exact difference between the grand-canonical and the projector Green function at `t ≠ 0`,
when the overlap matrix and the shifted one are both invertible. -/
theorem thermalGreen_remainder (R : Matrix m n ℂ) (L : Matrix n m ℂ) {t : ℂ} (ht : t ≠ 0)
    (h : IsUnit (L * R).det) (hK : IsUnit (shiftedOverlap R L t).det) :
    thermalGreen R L t - projectorGreen R L =
      t⁻¹ • (R * ((L * R)⁻¹ * (shiftedOverlap R L t)⁻¹) * L) := by
  -- resolvent identity for the two overlap matrices
  have key : (L * R)⁻¹ =
      t⁻¹ • ((L * R)⁻¹ * (shiftedOverlap R L t)⁻¹) + (shiftedOverlap R L t)⁻¹ := by
    calc (L * R)⁻¹ = (L * R)⁻¹ * (shiftedOverlap R L t * (shiftedOverlap R L t)⁻¹) := by
          rw [Matrix.mul_nonsing_inv _ hK, Matrix.mul_one]
      _ = (L * R)⁻¹ * ((t⁻¹ • (1 : Matrix n n ℂ) + L * R) * (shiftedOverlap R L t)⁻¹) := rfl
      _ = _ := by
          rw [Matrix.add_mul, Matrix.smul_mul, Matrix.one_mul, Matrix.mul_add,
            Matrix.mul_smul, ← Matrix.mul_assoc (L * R)⁻¹ (L * R),
            Matrix.nonsing_inv_mul _ h, Matrix.one_mul]
  have e : R * (L * R)⁻¹ * L = t⁻¹ • (R * ((L * R)⁻¹ * (shiftedOverlap R L t)⁻¹) * L)
      + R * (shiftedOverlap R L t)⁻¹ * L := by
    rw [← Matrix.smul_mul, ← Matrix.mul_smul, ← Matrix.add_mul, ← Matrix.mul_add, ← key]
  rw [thermalGreen_eq R L ht hK, projectorGreen, e]
  abel
```

Multiplying by $t$ and using $K_t^{-1}\to(LR)^{-1}$ gives

$$t\left[(1+tRL)^{-1}-G\right]\to R(LR)^{-2}L ,$$

so the leading correction falls off as $1/t$, with a coefficient that involves the inverse overlap matrix twice.

```lean
/-- If `L R` is invertible, then `t` times the difference between the grand-canonical and the
projector Green function tends to `R (L R)⁻² L` as `t` grows. -/
theorem tendsto_leading_correction (R : Matrix m n ℂ) (L : Matrix n m ℂ)
    (h : IsUnit (L * R).det) :
    Tendsto (fun t : ℝ => (t : ℂ) • (thermalGreen R L (t : ℂ) - projectorGreen R L))
      atTop (𝓝 (R * ((L * R)⁻¹ * (L * R)⁻¹) * L)) := by
  obtain ⟨hu, hi⟩ := tendsto_inv_shiftedOverlap R L h
  have c : Continuous (fun X : Matrix n n ℂ => R * ((L * R)⁻¹ * X) * L) :=
    (continuous_const.matrix_mul
      (continuous_const.matrix_mul continuous_id)).matrix_mul continuous_const
  refine ((c.tendsto _).comp hi).congr' ?_
  filter_upwards [hu, eventually_ne_atTop (0 : ℝ)] with t h1 h2
  have ht : (t : ℂ) ≠ 0 := Complex.ofReal_ne_zero.mpr h2
  rw [thermalGreen_remainder R L ht h h1, smul_smul, mul_inv_cancel₀ ht, one_smul]
  rfl
```

## A vanishing overlap

If $LR=0$, then $(RL)^2=R(LR)L=0$ and

$$(1+tRL)(1-tRL)=1-t^2(RL)^2=1 ,$$

so $(1+tRL)^{-1}=1-tRL$ for every $t$.

```lean
omit [DecidableEq n] in
/-- If the overlap matrix `L R` vanishes, the grand-canonical Green function is exactly
`1 - t R L`. -/
theorem thermalGreen_of_zero_overlap (R : Matrix m n ℂ) (L : Matrix n m ℂ) (t : ℂ)
    (h : L * R = 0) : thermalGreen R L t = 1 - t • (R * L) := by
  have e : R * L * (R * L) = 0 := by
    rw [Matrix.mul_assoc, ← Matrix.mul_assoc L, h, Matrix.zero_mul, Matrix.mul_zero]
  unfold thermalGreen
  apply Matrix.inv_eq_right_inv
  rw [Matrix.add_mul, Matrix.one_mul, Matrix.smul_mul, Matrix.mul_sub, Matrix.mul_one,
    Matrix.mul_smul, e, smul_zero, sub_zero, sub_add_cancel]
```

This shows what can go wrong without the invertibility of $LR$. Take two sites and one particle, with

$$R=\begin{pmatrix}1\\0\end{pmatrix},\qquad L=\begin{pmatrix}0&1\end{pmatrix},\qquad (1+tRL)^{-1}=\begin{pmatrix}1&-t\\0&1\end{pmatrix}.$$

The Green function has no limit. The weight still behaves as stated: $\det(1+tRL)/t=1/t\to0=\det(LR)$.

## Idempotence and particle number

Let $LR$ be invertible and put $P=R(LR)^{-1}L$. Then

$$P^2=R(LR)^{-1}(LR)(LR)^{-1}L=P,\qquad G^2=1-2P+P^2=1-P=G .$$

By cyclicity of the trace, $\operatorname{tr}P=\operatorname{tr}\left[LR(LR)^{-1}\right]=N$, so $\operatorname{tr}G=M-N$, the number of sites minus the number of particles. In general $G$ isn't Hermitian, since $L$ needn't be the adjoint of $R$.

In the proof, `hP` is $P^2=P$, and `Matrix.trace_mul_comm` moves $L$ to the front.

```lean
/-- If `L R` is invertible, the projector Green function is idempotent, and its trace is the number
of sites minus the number of particles. -/
theorem projectorGreen_idempotent_trace (R : Matrix m n ℂ) (L : Matrix n m ℂ)
    (h : IsUnit (L * R).det) :
    projectorGreen R L * projectorGreen R L = projectorGreen R L ∧
      (projectorGreen R L).trace = (Fintype.card m : ℂ) - Fintype.card n := by
  unfold projectorGreen
  constructor
  · have hP : R * (L * R)⁻¹ * L * (R * (L * R)⁻¹ * L) = R * (L * R)⁻¹ * L := by
      calc _ = R * (L * R)⁻¹ * (L * R * (L * R)⁻¹) * L := by simp only [Matrix.mul_assoc]
        _ = _ := by rw [Matrix.mul_nonsing_inv _ h, Matrix.mul_one]
    rw [Matrix.mul_sub, Matrix.mul_one, Matrix.sub_mul, Matrix.one_mul, hP, sub_self,
      sub_zero]
  · rw [Matrix.trace_sub, Matrix.trace_mul_comm, ← Matrix.mul_assoc,
      Matrix.mul_nonsing_inv _ h, Matrix.trace_one, Matrix.trace_one]
```

## Remixing the orbitals

Let $LR$ be invertible, let $U$ and $V$ be invertible $N\times N$ matrices, and replace $R$ by $RU$ and $L$ by $VL$. The overlap matrix becomes $V(LR)U$, with inverse $U^{-1}(LR)^{-1}V^{-1}$, and

$$RU\,U^{-1}(LR)^{-1}V^{-1}\,VL=R(LR)^{-1}L .$$

So $G$ depends on the spaces spanned by the orbitals and not on the basis chosen in them. In a simulation, the columns of $R$ can be orthonormalised again during the propagation to limit round-off, and in exact arithmetic $G$ stays the same.

The proof computes the new inverse in `hS` and then cancels $UU^{-1}$ and $V^{-1}V$. The Lean statement doesn't assume that $LR$ is invertible: for a singular $LR$ both inverses are zero by Lean's convention, and both sides equal 1, which has no physical meaning.

```lean
/-- Independent invertible remixing of the orbitals in `R` and in `L` leaves the projector
Green function unchanged. -/
theorem projectorGreen_remix (R : Matrix m n ℂ) (L : Matrix n m ℂ) (U V : Matrix n n ℂ)
    (hU : IsUnit U.det) (hV : IsUnit V.det) :
    projectorGreen (R * U) (V * L) = projectorGreen R L := by
  have hS : (V * L * (R * U))⁻¹ = U⁻¹ * ((L * R)⁻¹ * V⁻¹) := by
    have e : V * L * (R * U) = V * (L * R) * U := by simp only [Matrix.mul_assoc]
    rw [e, Matrix.mul_inv_rev (V * (L * R)) U, Matrix.mul_inv_rev V (L * R)]
  unfold projectorGreen
  rw [hS]
  congr 1
  calc R * U * (U⁻¹ * ((L * R)⁻¹ * V⁻¹)) * (V * L)
      = R * (U * U⁻¹) * (L * R)⁻¹ * (V⁻¹ * V) * L := by simp only [Matrix.mul_assoc]
    _ = R * (L * R)⁻¹ * L := by
      rw [Matrix.mul_nonsing_inv _ hU, Matrix.nonsing_inv_mul _ hV, Matrix.mul_one,
        Matrix.mul_one]

end

end ProjectorGreenLimit
```

```lean
#print axioms ProjectorGreenLimit.thermal_to_projector
#print axioms ProjectorGreenLimit.thermalGreen_remainder
#print axioms ProjectorGreenLimit.projectorGreen_idempotent_trace
#print axioms ProjectorGreenLimit.projectorGreen_remix
```

```
'ProjectorGreenLimit.thermal_to_projector' depends on axioms: [propext, Classical.choice, Quot.sound]
'ProjectorGreenLimit.thermalGreen_remainder' depends on axioms: [propext, Classical.choice, Quot.sound]
'ProjectorGreenLimit.projectorGreen_idempotent_trace' depends on axioms: [propext, Classical.choice, Quot.sound]
'ProjectorGreenLimit.projectorGreen_remix' depends on axioms: [propext, Classical.choice, Quot.sound]
```
